# Sylvester's law of inertia: a Hermitian H and X†HX have equally many negative eigenvalues when X is invertible

Take a two-level Hamiltonian H = diag(−1, 2) and make the first basis vector ten times longer. The matrix of the energy form becomes diag(−100, 2), and its lowest eigenvalue is no longer an energy of the system. Any basis that is not orthonormal can distort the eigenvalues. If the signs were as fragile as the values, the matrix could gain or lose a negative eigenvalue merely because another basis of the same space was chosen.

The signs are not fragile. Let H be a Hermitian n × n matrix, written in an orthonormal basis, and let the columns of an invertible complex matrix X be the new basis vectors. Then H and X†HX have the same number of negative eigenvalues, counted with multiplicity, and the same holds for the zero and the positive ones. For a one-particle Hamiltonian in a finite set of linearly independent atomic orbitals, the number of negative orbital energies can therefore be read from the Hamiltonian matrix without orthogonalising the orbitals first. The energies themselves still require the overlap matrix X†X, through X†HX c = E X†X c.

## Counting bound levels by the sign of the energy

Write N₋(H), N₀(H) and N₊(H) for the numbers of negative, zero and positive eigenvalues. For a vector x, normalised or not, the energy form is x†Hx. For x ≠ 0 the energy expectation value is x†Hx / x†x, which has the same sign as x†Hx.

A change of basis moves the energy form from one matrix to the other:

x†(X†HX)x = (Xx)†H(Xx).

Next, diagonalise H = UDU†, with U unitary and D = diag(λ_i). With the amplitudes a = U†x,

x†Hx = a†Da = Σ_i λ_i |a_i|².

Call a subspace W negative if x†Hx < 0 for every nonzero x in W. Map each x in W to its amplitudes a_i on the modes with λ_i < 0. If all of these vanish, only terms with λ_i ≥ 0 remain, so x†Hx ≥ 0 and hence x = 0. The map is linear and injective, which gives

dim W ≤ N₋(H).

The bound is attained. Let u_i be the columns of U, and let W consist of all x = Σ c_i u_i, summed over the modes with λ_i < 0. Then x†Hx = Σ λ_i |c_i|², which is negative unless every c_i is zero. So N₋(H) is the greatest dimension of a negative subspace. If H has no negative eigenvalue, that subspace is {0}.

Now let X be an n × m matrix with linearly independent columns, and let W be a negative subspace for X†HX of dimension N₋(X†HX). Its image XW has the same dimension, because X is injective, and it is negative for H by the first identity. Therefore

N₋(X†HX) ≤ N₋(H).

If X is square and invertible, put Y = X⁻¹. Since Y†(X†HX)Y = H, the same inequality applied to X†HX and Y gives N₋(H) ≤ N₋(X†HX), and the two counts are equal.

For the other signs, use the rank. Diagonalisation shows that rank H is the number of nonzero eigenvalues, so

rank H = N₋(H) + N₊(H),  rank H + N₀(H) = n.

Invertible factors do not change the rank. As N₋ is also unchanged, so are N₊ and N₀.

## Levels and energies as Lean objects

In the code, `n` and `m` are finite sets of basis labels, and the matrix sizes are their numbers of elements. There is no continuum: the model is a finite matrix from the start.

```lean
import Mathlib

open Matrix

namespace SylvesterInertia

noncomputable section

variable {n m : Type*} [Fintype n] [DecidableEq n] [Fintype m] [DecidableEq m]
```

The energy form is `energy H x`, where `star x ⬝ᵥ H *ᵥ x` is x†Hx. Taking the real part makes the value a real number and loses nothing for Hermitian H.

```lean
/-- The energy form `x† H x` (its real part) of a state vector `x` that need not be normalised. -/
def energy (H : Matrix n n ℂ) (x : n → ℂ) : ℝ := (star x ⬝ᵥ H *ᵥ x).re
```

The argument `hH` is a proof that H is Hermitian, and `hH.eigenvalues` lists its real eigenvalues by the labels in `n`. A degenerate eigenvalue occurs once for each dimension of its eigenspace, so counting labels counts levels with multiplicity. Calling a negative eigenvalue a bound level places the zero of energy at the threshold where the particle escapes.

```lean
/-- The number of bound levels: negative eigenvalues of a Hermitian matrix, counted with
multiplicity. -/
def boundCount {H : Matrix n n ℂ} (hH : H.IsHermitian) : ℕ :=
  Fintype.card {i // hH.eigenvalues i < 0}
```

The other two counts follow the same pattern.

```lean
/-- The number of zero eigenvalues of a Hermitian matrix, counted with multiplicity. -/
def zeroCount {H : Matrix n n ℂ} (hH : H.IsHermitian) : ℕ :=
  Fintype.card {i // hH.eigenvalues i = 0}

/-- The number of positive eigenvalues of a Hermitian matrix, counted with multiplicity. -/
def positiveCount {H : Matrix n n ℂ} (hH : H.IsHermitian) : ℕ :=
  Fintype.card {i // 0 < hH.eigenvalues i}
```

## The energy form in a new basis and in the eigenmodes

The first identity of the derivation needs neither a Hermitian H nor a square X. The proof rewrites (Xx)† as x†X† and regroups the products.

```lean
omit [DecidableEq n] [DecidableEq m] in
/-- The energy of the coefficient vector `x` under `X† H X` is the energy of the state `X x`
under `H`. -/
theorem energy_congr (H : Matrix n n ℂ) (X : Matrix n m ℂ) (x : m → ℂ) :
    energy (Xᴴ * H * X) x = energy H (X *ᵥ x) := by
  unfold energy
  rw [Matrix.star_mulVec, ← Matrix.dotProduct_mulVec]
  simp only [Matrix.mulVec_mulVec, Matrix.mul_assoc]
```

The next theorem is the sum over eigenmodes. The spectral theorem supplies U, and `hD` computes the energy of a diagonal matrix term by term. The last line uses `energy_congr` with U† as the change of basis, which turns the energy of U†x under D into the energy of x under UDU† = H.

```lean
/-- For Hermitian `H` there is a unitary `U` such that the energy of every `x` is the sum of the
eigenvalues weighted by the squared moduli of the amplitudes `U† x`. -/
theorem energy_eq_sum {H : Matrix n n ℂ} (hH : H.IsHermitian) :
    ∃ U : Matrix n n ℂ, Uᴴ * U = 1 ∧ ∀ x, energy H x =
      ∑ i, hH.eigenvalues i * Complex.normSq ((Uᴴ *ᵥ x) i) := by
  obtain ⟨U, hU, hs⟩ : ∃ U : Matrix n n ℂ, Uᴴ * U = 1 ∧
      H = U * diagonal (fun i => (hH.eigenvalues i : ℂ)) * Uᴴ := by
    refine ⟨hH.eigenvectorUnitary,
      Matrix.mem_unitaryGroup_iff'.mp hH.eigenvectorUnitary.2, ?_⟩
    have h := hH.spectral_theorem
    rw [Unitary.conjStarAlgAut_apply] at h
    exact h
  have hD : ∀ y : n → ℂ, energy (diagonal (fun i => (hH.eigenvalues i : ℂ))) y =
      ∑ i, hH.eigenvalues i * Complex.normSq (y i) := by
    intro y
    unfold energy dotProduct
    rw [Complex.re_sum]
    refine Finset.sum_congr rfl fun i _ => ?_
    simp [Matrix.mulVec_diagonal, Complex.mul_re, Complex.mul_im, Complex.normSq_apply]
    ring
  refine ⟨U, hU, fun x => ?_⟩
  rw [← hD, ← energy_congr, conjTranspose_conjTranspose, ← hs]
```

## Bound levels as the largest negative subspace

The upper bound on dim W is stated for an arbitrary subspace `W` with the negativity hypothesis `hW`. The map `f` reads off the amplitudes on the bound modes. To show that it is injective, the proof takes a nonzero x with `f x = 0` and finds that every term of the energy sum is nonnegative, against `hW`.

```lean
/-- If every nonzero state of a subspace has negative energy, the dimension of the subspace is at
most the number of bound levels of the Hermitian matrix `H`, counted with multiplicity. -/
theorem finrank_le_boundCount {H : Matrix n n ℂ} (hH : H.IsHermitian)
    (W : Submodule ℂ (n → ℂ)) (hW : ∀ x ∈ W, x ≠ 0 → energy H x < 0) :
    Module.finrank ℂ W ≤ boundCount hH := by
  obtain ⟨U, -, hE⟩ := energy_eq_sum hH
  -- read off the amplitudes on the bound eigenmodes
  let f : W →ₗ[ℂ] ({i // hH.eigenvalues i < 0} → ℂ) :=
    (LinearMap.funLeft ℂ ℂ Subtype.val) ∘ₗ Uᴴ.mulVecLin ∘ₗ W.subtype
  have hf : Function.Injective f := by
    rw [injective_iff_map_eq_zero]
    intro x hx
    by_contra hne
    have hneg := hW x x.2 (by simpa using hne)
    rw [hE] at hneg
    refine absurd hneg (not_lt_of_ge (Finset.sum_nonneg fun i _ => ?_))
    by_cases hi : hH.eigenvalues i < 0
    · have h0 : (Uᴴ *ᵥ (x : n → ℂ)) i = 0 := congrFun hx ⟨i, hi⟩
      simp [h0]
    · exact mul_nonneg (not_lt.mp hi) (Complex.normSq_nonneg _)
  exact (LinearMap.finrank_le_finrank_of_injective hf).trans_eq
    (Module.finrank_fintype_fun_eq_card ℂ)
```

`IsGreatest` says two things: the number of bound levels is the dimension of some negative subspace, and no negative subspace has a larger dimension. The second is the previous theorem. For the first, `g` extends a list of bound-mode amplitudes by zeros, and U turns the result into a state. The step `hUg` recovers the amplitudes through U†U = 1, which shows that different lists of amplitudes give different vectors. In the final sum no term is positive, and the term of a nonzero amplitude `c j` is strictly negative.

```lean
/-- The number of bound levels of a Hermitian matrix, counted with multiplicity, is the greatest
dimension of a subspace whose nonzero states all have negative energy. -/
theorem boundCount_isGreatest {H : Matrix n n ℂ} (hH : H.IsHermitian) :
    IsGreatest {d | ∃ W : Submodule ℂ (n → ℂ), Module.finrank ℂ W = d ∧
      ∀ x ∈ W, x ≠ 0 → energy H x < 0} (boundCount hH) := by
  refine ⟨?_, fun d ⟨W, hd, hW⟩ => hd ▸ finrank_le_boundCount hH W hW⟩
  obtain ⟨U, hU, hE⟩ := energy_eq_sum hH
  -- superpose the bound eigenmodes with arbitrary amplitudes
  let g : ({i // hH.eigenvalues i < 0} → ℂ) →ₗ[ℂ] (n → ℂ) :=
    { toFun := fun c i => if h : hH.eigenvalues i < 0 then c ⟨i, h⟩ else 0
      map_add' := by
        intro a b
        ext i
        by_cases h : hH.eigenvalues i < 0 <;> simp [h]
      map_smul' := by
        intro a b
        ext i
        by_cases h : hH.eigenvalues i < 0 <;> simp [h] }
  have hg1 : ∀ c (i : {i // hH.eigenvalues i < 0}), g c i.1 = c i := fun c i => dif_pos i.2
  have hg0 : ∀ c i, ¬ hH.eigenvalues i < 0 → g c i = 0 := fun c i h => dif_neg h
  have hUg : ∀ c, Uᴴ *ᵥ ((U.mulVecLin ∘ₗ g) c) = g c := by
    intro c
    rw [LinearMap.comp_apply, Matrix.mulVecLin_apply, Matrix.mulVec_mulVec, hU,
      Matrix.one_mulVec]
  have hinj : Function.Injective (U.mulVecLin ∘ₗ g) := by
    intro a b hab
    have h : g a = g b := by
      have h' := hUg a
      rw [hab, hUg b] at h'
      exact h'.symm
    funext i
    rw [← hg1 a i, ← hg1 b i, h]
  refine ⟨LinearMap.range (U.mulVecLin ∘ₗ g),
    (LinearMap.finrank_range_of_inj hinj).trans (Module.finrank_fintype_fun_eq_card ℂ), ?_⟩
  rintro _ ⟨c, rfl⟩ hne
  obtain ⟨j, hj⟩ : ∃ j, c j ≠ 0 := by
    by_contra! h
    exact hne (by rw [show c = 0 from funext h, map_zero])
  rw [hE, hUg]
  calc ∑ i, hH.eigenvalues i * Complex.normSq (g c i) < ∑ _i : n, (0 : ℝ) := by
        refine Finset.sum_lt_sum (fun i _ => ?_) ⟨j.1, Finset.mem_univ _, ?_⟩
        · by_cases hi : hH.eigenvalues i < 0
          · exact mul_nonpos_of_nonpos_of_nonneg hi.le (Complex.normSq_nonneg _)
          · simp [hg0 c i hi]
        · exact mul_neg_of_neg_of_pos j.2 (Complex.normSq_pos.mpr (by rw [hg1]; exact hj))
    _ = 0 := by simp
```

## Restricted and complete basis sets

The hypothesis `Function.Injective X.mulVec` says that the columns of X are linearly independent. The expression `isHermitian_conjTranspose_mul_mul X hH` is the proof that X†HX is Hermitian, which `boundCount` requires. The theorem then says that X†HX, the Hamiltonian matrix in a possibly smaller basis set, has at most as many negative eigenvalues as H. The proof takes a largest negative subspace for X†HX and carries it through X, as in the derivation.

```lean
/-- Restricting a Hermitian `H` to a basis set with linearly independent columns `X`, orthogonal or
not, never increases the number of bound levels, counted with multiplicity. -/
theorem boundCount_compress_le {H : Matrix n n ℂ} (hH : H.IsHermitian) (X : Matrix n m ℂ)
    (hX : Function.Injective X.mulVec) :
    boundCount (isHermitian_conjTranspose_mul_mul X hH) ≤ boundCount hH := by
  obtain ⟨W, hd, hW⟩ := (boundCount_isGreatest (isHermitian_conjTranspose_mul_mul X hH)).1
  have hX' : Function.Injective X.mulVecLin := hX
  rw [← hd, (Submodule.equivMapOfInjective X.mulVecLin hX' W).finrank_eq]
  refine finrank_le_boundCount hH _ ?_
  rintro _ ⟨x, hx, rfl⟩ hne
  have h := hW x hx (fun h => hne (by rw [h, map_zero]))
  rw [energy_congr] at h
  exact h
```

For the equality, X is square and `IsUnit X` says that it is invertible: the new basis functions are linearly independent and span the whole space. The proof obtains the inverse `Y`, applies the inequality once in each direction, and uses `e`, the identity Y†(X†HX)Y = H, to return to the original matrix.

```lean
/-- Sylvester's law of inertia for bound levels: for Hermitian `H` and invertible `X`, the matrices
`X† H X` and `H` have the same number of negative eigenvalues, counted with multiplicity. -/
theorem sylvester_boundCount {H : Matrix n n ℂ} (hH : H.IsHermitian) (X : Matrix n n ℂ)
    (hX : IsUnit X) :
    boundCount (isHermitian_conjTranspose_mul_mul X hH) = boundCount hH := by
  obtain ⟨Y, hXY, hYX⟩ : ∃ Y : Matrix n n ℂ, X * Y = 1 ∧ Y * X = 1 :=
    ⟨↑hX.unit⁻¹, hX.mul_val_inv, hX.val_inv_mul⟩
  have inj : ∀ A B : Matrix n n ℂ, B * A = 1 → Function.Injective A.mulVec := by
    intro A B h x y hxy
    have h' := congrArg (fun z => B *ᵥ z) hxy
    simpa only [Matrix.mulVec_mulVec, h, Matrix.one_mulVec] using h'
  refine le_antisymm (boundCount_compress_le hH X (inj X Y hYX)) ?_
  -- transform back with the inverse change of basis
  have back := boundCount_compress_le (isHermitian_conjTranspose_mul_mul X hH) Y (inj Y X hXY)
  have e : Yᴴ * (Xᴴ * H * X) * Y = H := by
    calc Yᴴ * (Xᴴ * H * X) * Y = (X * Y)ᴴ * H * (X * Y) := by
          rw [conjTranspose_mul]; noncomm_ring
      _ = H := by rw [hXY]; simp
  simp only [e] at back
  exact back
```

The theorem compares numbers of levels, not their values. It also starts from a given X: no X is constructed for two matrices that happen to have equal counts, so what is proved is the invariance half of Sylvester's law.

## Zero and positive eigenvalues through the rank

The two rank equations are proved together. Mathlib provides the rank as the number of nonzero eigenvalues. The split into negative and positive ones goes label by label, with `lt_trichotomy` separating the three possible signs.

```lean
/-- The rank of a Hermitian matrix is the number of its negative and positive eigenvalues, and
adding the number of zero eigenvalues gives the dimension. All eigenvalues are counted with
multiplicity. -/
theorem rank_eq_counts {H : Matrix n n ℂ} (hH : H.IsHermitian) :
    H.rank = boundCount hH + positiveCount hH ∧ H.rank + zeroCount hH = Fintype.card n := by
  have r : H.rank = Fintype.card {i // ¬ hH.eigenvalues i = 0} := by
    convert hH.rank_eq_card_non_zero_eigs
  constructor
  · rw [r]
    unfold boundCount positiveCount
    simp only [Fintype.card_subtype, Finset.card_filter, ← Finset.sum_add_distrib]
    refine Finset.sum_congr rfl fun i _ => ?_
    rcases lt_trichotomy (hH.eigenvalues i) 0 with h | h | h
    · simp [h, h.ne, not_lt_of_ge h.le]
    · simp [h]
    · simp [h, h.ne', not_lt_of_ge h.le]
  · rw [r, Fintype.card_subtype_compl]
    exact Nat.sub_add_cancel (Fintype.card_subtype_le _)
```

The last theorem assembles the parts. The step `hr` removes the invertible factors X and X† from the rank, `hb` is the equality for negative eigenvalues, and `omega` solves the resulting linear equations between natural numbers.

```lean
/-- For Hermitian `H` and invertible `X`, the numbers of zero and of positive eigenvalues, counted
with multiplicity, are also the same for `X† H X` and `H`. -/
theorem sylvester_zero_positive {H : Matrix n n ℂ} (hH : H.IsHermitian) (X : Matrix n n ℂ)
    (hX : IsUnit X) :
    zeroCount (isHermitian_conjTranspose_mul_mul X hH) = zeroCount hH ∧
      positiveCount (isHermitian_conjTranspose_mul_mul X hH) = positiveCount hH := by
  have d1 : IsUnit X.det := (Matrix.isUnit_iff_isUnit_det X).mp hX
  have d2 : IsUnit Xᴴ.det := (Matrix.isUnit_iff_isUnit_det Xᴴ).mp hX.star
  -- invertible factors leave the rank unchanged
  have hr : (Xᴴ * H * X).rank = H.rank := by
    rw [Matrix.rank_mul_eq_left_of_isUnit_det X _ d1,
      Matrix.rank_mul_eq_right_of_isUnit_det Xᴴ _ d2]
  have hb := sylvester_boundCount hH X hX
  obtain ⟨a1, a2⟩ := rank_eq_counts hH
  obtain ⟨b1, b2⟩ := rank_eq_counts (isHermitian_conjTranspose_mul_mul X hH)
  constructor <;> omega

end

end SylvesterInertia
```

```lean
#print axioms SylvesterInertia.sylvester_boundCount
#print axioms SylvesterInertia.sylvester_zero_positive
```

```
'SylvesterInertia.sylvester_boundCount' depends on axioms: [propext, Classical.choice, Quot.sound]
'SylvesterInertia.sylvester_zero_positive' depends on axioms: [propext, Classical.choice, Quot.sound]
```
